# The radix-2 Fourier transform of 2^k samples is exact and takes k·2^(k−1) twiddle multiplications, at one per butterfly

For N = 2^k complex samples, recursive splitting into even and odd positions returns the discrete Fourier transform exactly. If every butterfly is charged one multiplication by a phase factor, trivial factors included, the total is k·2^(k−1). If factors equal to 1 are free, the count c satisfies 2c + 2N = kN + 2.

Plane-wave electronic-structure codes use fast Fourier transforms, in three dimensions and not only of power-of-two length, to move orbitals between reciprocal and real space; the result here concerns one dimension, power-of-two length and exact complex arithmetic, without rounding.

```lean
import Mathlib

open Finset

namespace FastFourierCost

noncomputable section
```

## The transform and the program

The elementary phase factor, or twiddle factor, of length N is

ω_N = exp(−2πi/N).

```lean
/-- The elementary phase factor `exp(-2πi/N)` of the transform of length `N`. -/
def twiddle (N : ℕ) : ℂ := Complex.exp (-(2 * Real.pi * Complex.I / N))
```

The transform of samples x_n at frequency index j is unnormalised and has the minus sign in the exponent:

X_j = Σ_{n=0}^{N−1} x_n ω_N^(jn).

In Lean a signal is a function `ℕ → ℂ`, of which only the first N values enter.

```lean
/-- The discrete Fourier transform of the first `N` samples of `x`, at frequency index `j`. -/
def dft (N : ℕ) (x : ℕ → ℂ) (j : ℕ) : ℂ := ∑ n ∈ range N, x n * twiddle N ^ (j * n)
```

A product with a phase factor is returned together with its price. The price is a function of the factor, so one program serves both counting conventions.

```lean
/-- Multiplication of `z` by a phase factor `w`, returned together with its price. -/
def timesTwiddle (price : ℂ → ℕ) (w z : ℂ) : ℂ × ℕ := (w * z, price w)
```

Let E and O be the half-length transforms of the even and odd samples. Merging them into length 2N, with N = 2^k, forms t_j = ω_{2N}^j O_j once for each j < N and uses it twice:

X_j = E_j + t_j, X_{j+N} = E_j − t_j.

This pair is a butterfly. The first component of `fft` is the output, the second the accumulated price, in which each t_j is charged once, as for a program that stores its intermediate results. Additions, memory traffic and the generation of the phase factors are not charged.

```lean
/-- The recursive radix-2 transform of `2 ^ k` samples: it returns the output and the total
price of the twiddle multiplications, each product serving both outputs of its butterfly. -/
def fft (price : ℂ → ℕ) : ℕ → (ℕ → ℂ) → (ℕ → ℂ) × ℕ
  | 0, x => (x, 0)
  | k + 1, x =>
    let E := fft price k (fun n => x (2 * n))
    let O := fft price k (fun n => x (2 * n + 1))
    let t := fun j => timesTwiddle price (twiddle (2 * 2 ^ k) ^ j) (O.1 j)
    (fun j => if j < 2 ^ k then E.1 j + (t j).1 else E.1 (j - 2 ^ k) - (t (j - 2 ^ k)).1,
      E.2 + O.2 + ∑ j ∈ range (2 ^ k), (t j).2)
```

The second convention charges nothing for the factor 1 and one unit for any other, including −1 and ±i.

```lean
open Classical in
/-- The price that charges nothing for the factor `1` and one unit for any other factor. -/
def skipOne (w : ℂ) : ℕ := if w = 1 then 0 else 1
```

## Three properties of the phase factor

For N ≠ 0, ω_N is a primitive N-th root of unity: ω_N^N = 1, and no smaller positive power equals 1. It is the inverse of exp(2πi/N), for which Mathlib has the statement.

```lean
/-- The elementary phase factor of length `N` is a primitive `N`-th root of unity. -/
theorem twiddle_primitive {N : ℕ} (hN : N ≠ 0) : IsPrimitiveRoot (twiddle N) N := by
  unfold twiddle
  rw [Complex.exp_neg]
  exact (Complex.isPrimitiveRoot_exp N hN).inv
```

Doubling the exponent halves the length:

ω_{2N}² = exp(−4πi/(2N)) = ω_N.

```lean
/-- The square of the phase factor of length `2N` is the phase factor of length `N`. -/
theorem twiddle_sq (N : ℕ) : twiddle (2 * N) ^ 2 = twiddle N := by
  unfold twiddle
  rw [← Complex.exp_nat_mul]
  congr 1
  push_cast
  ring
```

Half a turn gives the sign of the butterfly:

ω_{2N}^N = exp(−πi) = −1.

```lean
/-- Half a turn of the phase factor of length `2N` gives the sign `-1`. -/
theorem twiddle_half {N : ℕ} (hN : N ≠ 0) : twiddle (2 * N) ^ N = -1 := by
  have hN' : (N : ℂ) ≠ 0 := Nat.cast_ne_zero.mpr hN
  unfold twiddle
  rw [← Complex.exp_nat_mul]
  have h : (N : ℂ) * -(2 * Real.pi * Complex.I / ((2 * N : ℕ) : ℂ))
      = -(Real.pi * Complex.I) := by
    push_cast
    field_simp
  rw [h, Complex.exp_neg, Complex.exp_pi_mul_I]
  norm_num
```

## Splitting the sum

Separate the 2N terms into positions 2n and 2n + 1. Since

ω_{2N}^(j·2n) = ω_N^(jn), ω_{2N}^(j(2n+1)) = ω_{2N}^j ω_N^(jn),

the sum becomes X_j = E_j + ω_{2N}^j O_j. The auxiliary claim `split` proves the separation by induction on the number of pairs; the remaining steps match the phases term by term.

```lean
/-- A transform of length `2N` is the transform of the even samples plus a phase factor times
the transform of the odd samples. -/
theorem dft_split (N : ℕ) (x : ℕ → ℂ) (j : ℕ) :
    dft (2 * N) x j = dft N (fun n => x (2 * n)) j
      + twiddle (2 * N) ^ j * dft N (fun n => x (2 * n + 1)) j := by
  -- separate even and odd positions in a sum of even length
  have split : ∀ (f : ℕ → ℂ) (M : ℕ), ∑ n ∈ range (2 * M), f n
      = ∑ n ∈ range M, f (2 * n) + ∑ n ∈ range M, f (2 * n + 1) := by
    intro f M
    induction M with
    | zero => simp
    | succ M ih =>
      rw [show 2 * (M + 1) = 2 * M + 1 + 1 by ring]
      simp only [Finset.sum_range_succ, ih]
      ring
  simp only [dft]
  rw [split, Finset.mul_sum]
  congr 1
  · refine Finset.sum_congr rfl fun n _ => ?_
    rw [← twiddle_sq N, ← pow_mul, show j * (2 * n) = 2 * (j * n) by ring]
  · refine Finset.sum_congr rfl fun n _ => ?_
    rw [← twiddle_sq N, ← pow_mul, show j * (2 * n + 1) = j + 2 * (j * n) by ring, pow_add]
    ring
```

This holds for every j. Replacing j by j + N leaves E and O unchanged, because ω_N^(Nn) = 1, while ω_{2N}^(j+N) = −ω_{2N}^j. Hence X_{j+N} = E_j − ω_{2N}^j O_j.

```lean
/-- In the upper half of the frequencies the same two half-length transforms are combined
with a minus sign. -/
theorem dft_split_upper {N : ℕ} (hN : N ≠ 0) (x : ℕ → ℂ) (j : ℕ) :
    dft (2 * N) x (j + N) = dft N (fun n => x (2 * n)) j
      - twiddle (2 * N) ^ j * dft N (fun n => x (2 * n + 1)) j := by
  -- the half-length transforms are periodic in the frequency index
  have period : ∀ y : ℕ → ℂ, dft N y (j + N) = dft N y j := by
    intro y
    simp only [dft]
    refine Finset.sum_congr rfl fun n _ => ?_
    rw [add_mul, pow_add, pow_mul (twiddle N) N n, (twiddle_primitive hN).pow_eq_one,
      one_pow, mul_one]
  rw [dft_split, period, period, pow_add, twiddle_half hN]
  ring
```

## Exactness by induction

For k = 0 the single sample is its own transform. For the step, assume that both half-length calls are exact. If j < 2^k, the first splitting formula applies; otherwise write j = 2^k + i with i < 2^k and use the second. The price never enters the argument, and the claim covers the frequencies j < 2^k of a transform of length 2^k.

```lean
/-- The recursive algorithm returns the discrete Fourier transform exactly at each of the
`2 ^ k` frequencies, whatever price is put on the multiplications. -/
theorem fft_eq_dft (price : ℂ → ℕ) (k : ℕ) (x : ℕ → ℂ) (j : ℕ) (hj : j < 2 ^ k) :
    (fft price k x).1 j = dft (2 ^ k) x j := by
  induction k generalizing x j with
  | zero =>
    have h0 : j = 0 := by simpa using hj
    subst h0
    simp [fft, dft]
  | succ k ih =>
    have hN : 2 ^ k ≠ 0 := by positivity
    rw [pow_succ'] at hj ⊢
    simp only [fft, timesTwiddle]
    split_ifs with h
    · rw [ih _ _ h, ih _ _ h, dft_split]
    · obtain ⟨i, rfl⟩ := Nat.exists_eq_add_of_le (not_lt.mp h)
      have hi : i < 2 ^ k := by omega
      rw [Nat.add_sub_cancel_left, ih _ _ hi, ih _ _ hi, add_comm (2 ^ k) i,
        dft_split_upper hN]
```

## The two counts

Let C(k) be the count at one unit per butterfly. Two half-size problems and 2^k butterflies give

C(0) = 0, C(k+1) = 2C(k) + 2^k.

If 2C(k) = k·2^k, then 2C(k+1) = 2k·2^k + 2·2^k = (k+1)·2^(k+1). The claim `double` is this induction; halving it gives C(k) = k·2^(k−1). At k = 0 Lean reads k − 1 as 0, and the product is still 0.

```lean
/-- For `2 ^ k` samples the recursive algorithm computes the discrete Fourier transform exactly
and, at one twiddle multiplication per butterfly, uses `k * 2 ^ (k - 1)` of them. -/
theorem fft_exact_with_cost (k : ℕ) (x : ℕ → ℂ) :
    (∀ j < 2 ^ k, (fft (fun _ => 1) k x).1 j = dft (2 ^ k) x j) ∧
      (fft (fun _ => 1) k x).2 = k * 2 ^ (k - 1) := by
  refine ⟨fun j hj => fft_eq_dft _ k x j hj, ?_⟩
  -- twice the count for `2 ^ m` samples is `m * 2 ^ m`
  have double : ∀ (m : ℕ) (y : ℕ → ℂ), 2 * (fft (fun _ => 1) m y).2 = m * 2 ^ m := by
    intro m
    induction m with
    | zero => intro y; simp [fft]
    | succ m ih =>
      intro y
      have h1 := ih (fun n => y (2 * n))
      have h2 := ih (fun n => y (2 * n + 1))
      simp only [fft, timesTwiddle, Finset.sum_const, Finset.card_range, smul_eq_mul]
      rw [pow_succ]
      linarith
  have h := double k x
  cases k with
  | zero => simp [fft]
  | succ k =>
    rw [Nat.add_sub_cancel]
    rw [pow_succ] at h
    linarith
```

Merging two transforms of length 2^k also takes 2^(k+1) additions and subtractions; the same recursion would give k·2^k of them in total for 2^k samples.

Now let factors equal to 1 be free. Among ω_{2N}^j with 0 ≤ j < N, only j = 0 gives 1, by primitivity, so merging two transforms of length N costs N − 1; this is `stage`. With c(k) for the reduced count,

c(0) = 0, c(k+1) = 2c(k) + 2^k − 1.

Inserting 2c(k) = k·2^k + 2 − 2·2^k gives

2c(k+1) = 2k·2^k + 4 − 4·2^k + 2·2^k − 2 = (k+1)·2^(k+1) + 2 − 2·2^(k+1),

which is the same formula at k + 1. Lean keeps the subtracted term on the left, so that the identity holds in the natural numbers. For 1, 2 and 4 samples the reduced count is 0, 0 and 1.

```lean
/-- If multiplications by the factor `1` are skipped, the number `c` of remaining twiddle
multiplications for `N = 2 ^ k` samples satisfies `2 c + 2 N = k N + 2`. -/
theorem fft_nontrivial_cost (k : ℕ) (x : ℕ → ℂ) :
    2 * (fft skipOne k x).2 + 2 * 2 ^ k = k * 2 ^ k + 2 := by
  -- merging two transforms of length `N` costs one unit less than `N`
  have stage : ∀ N : ℕ, N ≠ 0 →
      ∑ j ∈ range N, skipOne (twiddle (2 * N) ^ j) + 1 = N := by
    intro N hN
    cases N with
    | zero => exact absurd rfl hN
    | succ M =>
      have hp := twiddle_primitive (N := 2 * (M + 1)) (by omega)
      have h : ∀ j ∈ range M, skipOne (twiddle (2 * (M + 1)) ^ (j + 1)) = 1 := by
        intro j hj
        have hj' := Finset.mem_range.mp hj
        unfold skipOne
        exact if_neg (hp.pow_ne_one_of_pos_of_lt (by omega) (by omega))
      rw [Finset.sum_range_succ', Finset.sum_congr rfl h]
      simp [skipOne]
  induction k generalizing x with
  | zero => simp [fft]
  | succ k ih =>
    have h1 := ih (fun n => x (2 * n))
    have h2 := ih (fun n => x (2 * n + 1))
    have h3 := stage (2 ^ k) (by positivity)
    simp only [fft, timesTwiddle]
    rw [pow_succ]
    linarith

end

end FastFourierCost
```

```lean
#print axioms FastFourierCost.fft_exact_with_cost
#print axioms FastFourierCost.fft_nontrivial_cost
```

```
'FastFourierCost.fft_exact_with_cost' depends on axioms: [propext, Classical.choice, Quot.sound]
'FastFourierCost.fft_nontrivial_cost' depends on axioms: [propext, Classical.choice, Quot.sound]
```
